# A lower bound on the normal-ordered energy of non-interacting fermions with an invertible one-particle Hamiltonian

A state of the electron–positron field is represented here by its one-particle density matrix $\gamma$, not by a vector in Fock space. The Pauli principle enters as the condition $0\le\gamma\le1$, and the particle number is left free. Energies are counted from the filled negative sea of the one-particle Hamiltonian itself, with any external potential included, so a hole in the sea is a positron and costs positive energy.

## The gap times the squared deviation

Let the one-particle Hamiltonian $h$ be an invertible Hermitian matrix on a finite, nonempty orthonormal basis. Let $P$ be the projector on its eigenvectors with negative eigenvalues, and $\delta$ the smallest absolute value of an eigenvalue. For every Hermitian $\gamma$ with $0\le\gamma\le1$,

$$0\le\delta\,\mathrm{tr}\big((\gamma-P)^2\big)\le\mathrm{tr}\big(h(\gamma-P)\big).$$

The energy on the right is zero only at $\gamma=P$, so the filled sea is the unique minimiser. The number $\delta$, called the gap in the heading and in the Lean file, is the distance from zero energy to the nearest level. When there are levels on both sides of zero, it is at most half the width of the spectral gap around zero.

## Minimising over electrons and positrons together

The matrix of a Dirac Hamiltonian has large negative eigenvalues, and minimising $\mathrm{tr}(h\gamma)$ over all admissible $\gamma$ fills them. Minimising the normal-ordered energy fills them too, since it differs only by the constant $\mathrm{tr}(hP)$, but the filled sea then counts as the vacuum, with energy zero. A code that minimises in this way relies on the sea being the floor. For non-interacting particles in a finite basis, the bound supplies that floor and also an error estimate: a trial $\gamma$ with energy $E$ satisfies $\mathrm{tr}((\gamma-P)^2)\le E/\delta$.

The zero of energy matters. If the code has subtracted the rest energy $mc^2$, bound electronic levels are negative too, and $P$ would include them. For $P$ to contain all the positronic levels and no electronic ones, the zero must lie above the highest positronic level and below the lowest electronic one.

## Derivation in the eigenbasis

Let $u_i$ be orthonormal eigenvectors of $h$ with eigenvalues $\varepsilon_i$. Put $p_i=1$ if $\varepsilon_i<0$ and $p_i=0$ otherwise, so that $P=\sum_i p_i\,u_iu_i^\dagger$. Let $g_i=u_i^\dagger\gamma u_i$ be the occupation of level $i$. Since $\gamma$ and $1-\gamma$ are positive semidefinite, $0\le g_i\le1$.

**Energy.** Taking the trace in the eigenbasis gives
$$\mathrm{tr}(h(\gamma-P))=\sum_i\varepsilon_i(g_i-p_i).$$

**Deviation.** Expanding the products confirms that
$$\gamma-\gamma^2=\gamma(1-\gamma)\gamma+(1-\gamma)\gamma(1-\gamma).$$
Both terms on the right are positive semidefinite, so $\mathrm{tr}\,\gamma^2\le\mathrm{tr}\,\gamma=\sum_i g_i$. Therefore
$$\mathrm{tr}((\gamma-P)^2)=\mathrm{tr}\,\gamma^2-2\,\mathrm{tr}(P\gamma)+\mathrm{tr}\,P^2\le\sum_i(g_i-2p_ig_i+p_i^2).$$

**Comparison.** For an empty level, $p_i=0$, the term in the last sum is $g_i$, and $\delta g_i\le\varepsilon_ig_i$. For a sea level, $p_i=1$, the term is $1-g_i$, and $\delta(1-g_i)\le-\varepsilon_i(1-g_i)=\varepsilon_i(g_i-1)$. Summing over $i$ gives the upper inequality. The lower one holds because $\gamma-P$ is Hermitian, so that $\mathrm{tr}((\gamma-P)^2)=\sum_{ij}|(\gamma-P)_{ij}|^2\ge0$.

**Uniqueness.** As $\det h=\prod_i\varepsilon_i\ne0$, we have $\delta>0$. Zero energy then forces $\mathrm{tr}((\gamma-P)^2)=0$, every entry of $\gamma-P$ vanishes, and $\gamma=P$. Conversely, $P$ has zero energy, and it is admissible because its eigenvalues are 0 or 1.

**Sharpness.** Choose $k$ with $|\varepsilon_k|=\delta$ and flip its occupation: $\gamma=P+(1-2p_k)u_ku_k^\dagger$. The squared deviation is 1 and the energy is $(1-2p_k)\varepsilon_k=\delta$. This construction also works for singular $h$. Then $\delta=0$, and the flipped state is a second admissible matrix with zero energy.

## The Lean file

```lean
import Mathlib

open Matrix
open scoped ComplexOrder

namespace FockSpaceLowerBound

noncomputable section

variable {n : Type*} [Fintype n] [DecidableEq n] {h : Matrix n n ℂ}

/-- The unitary matrix whose columns are the eigenvectors (orbitals) of `h`. -/
def orbitals (hh : h.IsHermitian) : Matrix n n ℂ := hh.eigenvectorUnitary

/-- The operator that is diagonal in the orbitals of `h`, with real diagonal values `q`. -/
def diagonalIn (hh : h.IsHermitian) (q : n → ℝ) : Matrix n n ℂ :=
  orbitals hh * diagonal (fun i => (q i : ℂ)) * (orbitals hh)ᴴ

/-- The occupation of orbital `i` of `h` in the one-particle density matrix `γ`. -/
def occ (hh : h.IsHermitian) (γ : Matrix n n ℂ) (i : n) : ℝ :=
  (((orbitals hh)ᴴ * γ * orbitals hh) i i).re

/-- Occupations of the filled sea: one for negative eigenvalues, zero for the others. -/
def seaOcc (hh : h.IsHermitian) (i : n) : ℝ := if hh.eigenvalues i < 0 then 1 else 0

/-- The filled sea: the spectral projector of `h` on its negative eigenvalues. -/
def filledSea (hh : h.IsHermitian) : Matrix n n ℂ := diagonalIn hh (seaOcc hh)

/-- Admissible one-particle density matrices: `0 ≤ γ ≤ 1`. -/
def IsDensity (γ : Matrix n n ℂ) : Prop := γ.PosSemidef ∧ (1 - γ).PosSemidef

/-- The normal-ordered energy `tr (h (γ - P))`, taken as a real part. -/
def energy (hh : h.IsHermitian) (γ : Matrix n n ℂ) : ℝ :=
  (trace (h * (γ - filledSea hh))).re

/-- The squared deviation from the filled sea, `tr ((γ - P)²)`, taken as a real part. -/
def deviation (hh : h.IsHermitian) (γ : Matrix n n ℂ) : ℝ :=
  (trace ((γ - filledSea hh) ^ 2)).re

/-- The smallest absolute eigenvalue of `h`, for a nonempty basis. -/
def gap (hh : h.IsHermitian) : ℝ := ⨅ i, |hh.eigenvalues i|

/-- The real part of the trace of a product with an operator diagonal in the orbitals is the sum of
the diagonal values times the occupations. -/
theorem trace_diagonalIn (hh : h.IsHermitian) (q : n → ℝ) (A : Matrix n n ℂ) :
    (trace (diagonalIn hh q * A)).re = ∑ i, q i * occ hh A i := by
  have e : trace (diagonalIn hh q * A) =
      trace (diagonal (fun i => (q i : ℂ)) * ((orbitals hh)ᴴ * A * orbitals hh)) := by
    unfold diagonalIn
    rw [Matrix.mul_assoc, Matrix.mul_assoc, trace_mul_comm]
    simp only [Matrix.mul_assoc]
  rw [e]
  simp only [trace, diag_apply, diagonal_mul, Complex.re_sum, Complex.re_ofReal_mul, occ]

/-- An operator diagonal in the orbitals has its diagonal values as occupations. -/
theorem occ_diagonalIn (hh : h.IsHermitian) (q : n → ℝ) (i : n) :
    occ hh (diagonalIn hh q) i = q i := by
  have hU : (orbitals hh)ᴴ * orbitals hh = 1 :=
    mem_unitaryGroup_iff'.mp hh.eigenvectorUnitary.2
  have e : (orbitals hh)ᴴ * diagonalIn hh q * orbitals hh =
      ((orbitals hh)ᴴ * orbitals hh) * diagonal (fun i => (q i : ℂ)) *
        ((orbitals hh)ᴴ * orbitals hh) := by
    simp only [diagonalIn, Matrix.mul_assoc]
  rw [occ, e, hU, Matrix.one_mul, Matrix.mul_one, diagonal_apply_eq, Complex.ofReal_re]

/-- Filling the orbitals with occupations between zero and one gives an admissible
density matrix. -/
theorem isDensity_diagonalIn (hh : h.IsHermitian) (q : n → ℝ)
    (h0 : ∀ i, 0 ≤ q i) (h1 : ∀ i, q i ≤ 1) : IsDensity (diagonalIn hh q) := by
  have hU : orbitals hh * (orbitals hh)ᴴ = 1 :=
    mem_unitaryGroup_iff.mp hh.eigenvectorUnitary.2
  have psd : ∀ r : n → ℝ, (∀ i, 0 ≤ r i) → (diagonalIn hh r).PosSemidef := fun r hr =>
    (PosSemidef.diagonal (fun i => Complex.zero_le_real.mpr (hr i))).mul_mul_conjTranspose_same _
  have e : 1 - diagonalIn hh q = diagonalIn hh (fun i => 1 - q i) := by
    rw [sub_eq_iff_eq_add]
    simp only [diagonalIn]
    rw [← Matrix.add_mul, ← Matrix.mul_add, diagonal_add]
    simp [hU]
  exact ⟨psd q h0, e ▸ psd _ (fun i => sub_nonneg.mpr (h1 i))⟩

/-- The normal-ordered energy is the sum of the orbital energies times the changes of
occupation relative to the filled sea. -/
theorem energy_eq_sum (hh : h.IsHermitian) (γ : Matrix n n ℂ) :
    energy hh γ = ∑ i, hh.eigenvalues i * (occ hh γ i - seaOcc hh i) := by
  have hs : diagonalIn hh hh.eigenvalues = h := by
    have s := hh.spectral_theorem
    rw [Unitary.conjStarAlgAut_apply] at s
    exact s.symm
  have e := trace_diagonalIn hh hh.eigenvalues (γ - filledSea hh)
  rw [hs] at e
  rw [energy, e]
  refine Finset.sum_congr rfl fun i _ => ?_
  rw [← occ_diagonalIn hh (seaOcc hh) i]
  simp only [occ, filledSea, Matrix.mul_sub, Matrix.sub_mul, Matrix.sub_apply, Complex.sub_re]

/-- For `0 ≤ γ ≤ 1` each orbital occupation lies between zero and one. -/
theorem occ_mem_Icc (hh : h.IsHermitian) {γ : Matrix n n ℂ} (hγ : IsDensity γ) (i : n) :
    0 ≤ occ hh γ i ∧ occ hh γ i ≤ 1 := by
  have hU : (orbitals hh)ᴴ * orbitals hh = 1 :=
    mem_unitaryGroup_iff'.mp hh.eigenvectorUnitary.2
  have a := (hγ.1.conjTranspose_mul_mul_same (orbitals hh)).diag_nonneg (i := i)
  have b := (hγ.2.conjTranspose_mul_mul_same (orbitals hh)).diag_nonneg (i := i)
  rw [Matrix.mul_sub, Matrix.sub_mul, Matrix.mul_one, hU, Matrix.sub_apply, one_apply_eq] at b
  have b' := (Complex.nonneg_iff.mp b).1
  rw [Complex.sub_re, Complex.one_re] at b'
  exact ⟨(Complex.nonneg_iff.mp a).1, sub_nonneg.mp b'⟩

/-- For `0 ≤ γ ≤ 1` the squared deviation from the sea is bounded by a sum over orbital
occupations. -/
theorem deviation_le (hh : h.IsHermitian) {γ : Matrix n n ℂ} (hγ : IsDensity γ) :
    deviation hh γ ≤ ∑ i, (occ hh γ i - seaOcc hh i * occ hh γ i
      - seaOcc hh i * occ hh γ i + seaOcc hh i * seaOcc hh i) := by
  have hU : orbitals hh * (orbitals hh)ᴴ = 1 :=
    mem_unitaryGroup_iff.mp hh.eigenvectorUnitary.2
  -- γ - γ² is a sum of two positive operators
  have a := hγ.2.conjTranspose_mul_mul_same γ
  have b := hγ.1.conjTranspose_mul_mul_same (1 - γ)
  rw [hγ.1.isHermitian.eq] at a
  rw [hγ.2.isHermitian.eq] at b
  have c := (a.add b).trace_nonneg
  rw [show γ * (1 - γ) * γ + (1 - γ) * γ * (1 - γ) = γ - γ * γ by noncomm_ring,
    trace_sub] at c
  have c' := (Complex.nonneg_iff.mp c).1
  rw [Complex.sub_re] at c'
  -- the remaining traces are sums over orbitals
  have t := trace_diagonalIn hh (fun _ => 1) γ
  rw [show diagonalIn hh (fun _ => 1) = 1 by simp [diagonalIn, hU], Matrix.one_mul] at t
  simp only [one_mul] at t
  have t1 : (trace (filledSea hh * γ)).re = _ := trace_diagonalIn hh (seaOcc hh) γ
  have t2 : (trace (filledSea hh * filledSea hh)).re = ∑ i, seaOcc hh i * seaOcc hh i := by
    simp only [filledSea, trace_diagonalIn, occ_diagonalIn]
  have e : (γ - filledSea hh) ^ 2 = γ * γ - γ * filledSea hh - filledSea hh * γ
      + filledSea hh * filledSea hh := by noncomm_ring
  rw [deviation, e, trace_add, trace_sub, trace_sub, trace_mul_comm γ (filledSea hh)]
  simp only [Complex.add_re, Complex.sub_re, Finset.sum_add_distrib, Finset.sum_sub_distrib]
  linarith

/-- On a nonempty basis, a Hermitian matrix is invertible exactly when its smallest absolute
eigenvalue is positive. -/
theorem isUnit_iff_gap_pos [Nonempty n] (hh : h.IsHermitian) : IsUnit h ↔ 0 < gap hh := by
  obtain ⟨k, hk⟩ := exists_eq_ciInf_of_finite (f := fun i => |hh.eigenvalues i|)
  have hk' : |hh.eigenvalues k| = gap hh := hk
  rw [isUnit_iff_isUnit_det, isUnit_iff_ne_zero, hh.det_eq_prod_eigenvalues,
    Finset.prod_ne_zero_iff]
  constructor
  · intro H
    rw [← hk']
    exact abs_pos.mpr fun z => H k (Finset.mem_univ k) (by simp [z])
  · intro H i _ z
    have z' : hh.eigenvalues i = 0 := Complex.ofReal_eq_zero.mp z
    have g : gap hh ≤ |hh.eigenvalues i| := ciInf_le (Set.finite_range _).bddBelow i
    rw [z', abs_zero] at g
    linarith

/-- For invertible Hermitian `h` the filled sea is admissible, and every `0 ≤ γ ≤ 1` has energy at
least the gap times its squared deviation from the sea, which is nonnegative; the energy is zero
exactly for the sea itself. -/
theorem fock_lower_bound [Nonempty n] (hh : h.IsHermitian) (hu : IsUnit h) :
    IsDensity (filledSea hh) ∧ ∀ γ : Matrix n n ℂ, IsDensity γ →
      0 ≤ gap hh * deviation hh γ ∧ gap hh * deviation hh γ ≤ energy hh γ ∧
        (energy hh γ = 0 ↔ γ = filledSea hh) := by
  have hg := (isUnit_iff_gap_pos hh).mp hu
  have hP : IsDensity (filledSea hh) := isDensity_diagonalIn hh _
    (fun i => by unfold seaOcc; split_ifs <;> norm_num)
    (fun i => by unfold seaOcc; split_ifs <;> norm_num)
  refine ⟨hP, fun γ hγ => ?_⟩
  have hA : (γ - filledSea hh)ᴴ = γ - filledSea hh :=
    (hγ.1.isHermitian.sub hP.1.isHermitian).eq
  have tn := (posSemidef_conjTranspose_mul_self (γ - filledSea hh)).trace_nonneg
  have tz := Complex.nonneg_iff.mp tn
  have hd : deviation hh γ = (trace ((γ - filledSea hh)ᴴ * (γ - filledSea hh))).re := by
    rw [deviation, hA, sq]
  have h0 : 0 ≤ deviation hh γ := hd ▸ tz.1
  -- compare energy and deviation orbital by orbital
  have hb : gap hh * deviation hh γ ≤ energy hh γ := by
    refine (mul_le_mul_of_nonneg_left (deviation_le hh hγ) hg.le).trans ?_
    rw [energy_eq_sum, Finset.mul_sum]
    refine Finset.sum_le_sum fun i _ => ?_
    obtain ⟨o0, o1⟩ := occ_mem_Icc hh hγ i
    have g : gap hh ≤ |hh.eigenvalues i| := ciInf_le (Set.finite_range _).bddBelow i
    unfold seaOcc
    split_ifs with hi
    · rw [abs_of_neg hi] at g
      nlinarith [mul_le_mul_of_nonneg_right g (sub_nonneg.mpr o1)]
    · rw [abs_of_nonneg (not_lt.mp hi)] at g
      nlinarith [mul_le_mul_of_nonneg_right g o0]
  refine ⟨mul_nonneg hg.le h0, hb, fun hE => ?_, fun hE => by simp [energy, hE]⟩
  have hz : deviation hh γ = 0 := by nlinarith
  have ht : trace ((γ - filledSea hh)ᴴ * (γ - filledSea hh)) = 0 :=
    Complex.ext (hd ▸ hz) tz.2.symm
  exact sub_eq_zero.mp (trace_conjTranspose_mul_self_eq_zero_iff.mp ht)

/-- On a nonempty basis the constant is sharp: some admissible density matrix has squared deviation
one from the sea and energy equal to the gap. -/
theorem gap_attained [Nonempty n] (hh : h.IsHermitian) :
    ∃ γ : Matrix n n ℂ, IsDensity γ ∧ deviation hh γ = 1 ∧ energy hh γ = gap hh := by
  obtain ⟨k, hk⟩ := exists_eq_ciInf_of_finite (f := fun i => |hh.eigenvalues i|)
  have hk' : |hh.eigenvalues k| = gap hh := hk
  -- flip the occupation of the orbital closest to zero energy
  let d : n → ℝ := fun i => if i = k then 1 - 2 * seaOcc hh k else 0
  have hq : ∀ i, 0 ≤ seaOcc hh i + d i ∧ seaOcc hh i + d i ≤ 1 := by
    intro i
    by_cases hi : i = k
    · subst hi
      simp only [d, if_true, seaOcc]
      split_ifs <;> norm_num
    · simp only [d, if_neg hi, seaOcc]
      split_ifs <;> norm_num
  refine ⟨diagonalIn hh (fun i => seaOcc hh i + d i),
    isDensity_diagonalIn hh _ (fun i => (hq i).1) (fun i => (hq i).2), ?_, ?_⟩
  · have e : diagonalIn hh (fun i => seaOcc hh i + d i) = filledSea hh + diagonalIn hh d := by
      simp only [diagonalIn, filledSea, Complex.ofReal_add, ← diagonal_add, Matrix.mul_add,
        Matrix.add_mul]
    rw [deviation, e, add_sub_cancel_left, sq, trace_diagonalIn]
    simp only [occ_diagonalIn, d, mul_ite, mul_zero, Finset.sum_ite_eq', Finset.mem_univ,
      if_true, seaOcc]
    split_ifs <;> norm_num
  · rw [energy_eq_sum, ← hk']
    simp only [occ_diagonalIn, add_sub_cancel_left, d, mul_ite, mul_zero, Finset.sum_ite_eq',
      Finset.mem_univ, if_true, seaOcc]
    split_ifs with hi
    · rw [abs_of_neg hi]; ring
    · rw [abs_of_nonneg (not_lt.mp hi)]; ring

/-- The filled sea is the only admissible density matrix of zero normal-ordered energy exactly
when `h` is invertible. -/
theorem unique_minimiser_iff [Nonempty n] (hh : h.IsHermitian) :
    IsUnit h ↔ ∀ γ : Matrix n n ℂ, IsDensity γ → energy hh γ = 0 → γ = filledSea hh := by
  refine ⟨fun hu γ hγ => ((fock_lower_bound hh hu).2 γ hγ).2.2.mp, fun H => ?_⟩
  obtain ⟨γ, hγ, hd, hE⟩ := gap_attained hh
  have g0 : 0 ≤ gap hh := Real.iInf_nonneg fun i => abs_nonneg _
  refine (isUnit_iff_gap_pos hh).mpr (lt_of_le_of_ne g0 fun hz => ?_)
  have hs := H γ hγ (hE.trans hz.symm)
  simp [deviation, hs] at hd

end

end FockSpaceLowerBound
```

```lean
#print axioms FockSpaceLowerBound.fock_lower_bound
#print axioms FockSpaceLowerBound.unique_minimiser_iff
```

```
'FockSpaceLowerBound.fock_lower_bound' depends on axioms: [propext, Classical.choice, Quot.sound]
'FockSpaceLowerBound.unique_minimiser_iff' depends on axioms: [propext, Classical.choice, Quot.sound]
```

## Reading the definitions and theorems

The index type `n` labels the basis functions, and `hh` is the hypothesis that `h` is Hermitian. The columns of `orbitals hh` are the $u_i$, and `seaOcc`, `filledSea`, `occ` and `gap` are $p_i$, $P$, $g_i$ and $\delta$. A zero eigenvalue counts as empty in `seaOcc`; for invertible `h` the case does not arise. `IsDensity γ` says that `γ` and `1 - γ` are positive semidefinite, which includes hermiticity.

`energy` and `deviation` are real parts of traces. For Hermitian `γ` these traces are real, so nothing is lost.

`fock_lower_bound`, which despite its name is about one-particle density matrices and not states in Fock space, takes `IsUnit h`, meaning invertibility, and states that the sea is admissible, that both inequalities hold, and that the energy is zero exactly for the sea. `gap_attained` gives the sharp case for any Hermitian `h`. `unique_minimiser_iff` says that `h` is invertible exactly when no admissible matrix other than the sea has zero energy.

## How the lemmas carry the derivation

`trace_diagonalIn` turns traces into sums over levels, and `occ_diagonalIn` reads the occupations back from an operator built in the eigenbasis. With the spectral theorem they give the energy formula, `energy_eq_sum`. `isDensity_diagonalIn` makes the sea and the flipped state admissible, and `occ_mem_Icc` is $0\le g_i\le1$.

In `deviation_le`, `noncomm_ring` checks the identity for $\gamma-\gamma^2$, and `linarith` combines the traces. `isUnit_iff_gap_pos` goes through the determinant.

The main theorem compares the two sums term by term. `split_ifs` separates sea levels from the others, and `nlinarith` closes each case from the gap inequality multiplied by $1-g_i$ or $g_i$. Uniqueness follows from the fact that a matrix $A$ with $\mathrm{tr}(A^\dagger A)=0$ is zero. `gap_attained` flips level `k`, and `unique_minimiser_iff` uses that state to exclude $\delta=0$.

## What a code may take from the bound

The guarantee holds for every finite basis size from one upwards, for degenerate levels, and for $\gamma$ that do not commute with $h$. It also holds when the sea is empty or fills the whole space.

It concerns a fixed matrix $h$. There is no electron–electron interaction, exchange–correlation functional or self-consistent update of $h$, and no statement about the limit of a complete basis, where $\delta$ may change. Invertibility is assumed: physically, no level sits at the chosen zero of energy.

The particle number is not constrained. At a fixed number of electrons minus positrons, $\mathrm{tr}(\gamma-P)=N\neq0$, the inequalities still apply, but $P$ is no longer a candidate, and the theorem does not identify the minimiser.

Two conditions need attention in an implementation:

- With a non-orthogonal basis and overlap matrix $S$, the matrices to insert are $S^{-1/2}hS^{-1/2}$ and $S^{1/2}\gamma S^{1/2}$, where $h$ holds the matrix elements and $\gamma$ the density coefficients.
- Rounding can push an eigenvalue of a computed $\gamma$ above 1 or below 0, and the hypothesis then fails. Without the upper limit the energy can be negative: for the one-by-one matrices $h=(-1)$ and $\gamma=(2)$ it is $-1$.

## The same bound with states in Fock space

Another model would take density operators on the full Fock space, of dimension $2^d$ for $d$ basis functions, and the second-quantised, normal-ordered Hamiltonian. The condition $0\le\gamma\le1$ would then follow from the anticommutation relations instead of being part of the definition. The energy would still depend on the state only through $\gamma$, so the inequality would keep its form. Uniqueness would become a statement about the many-body state and would need one more step: a state whose $\gamma$ equals $P$ is the Slater determinant of the sea.
